# Positive semidefinite real kernels are inner products of features

Kernel regression of molecular energies replaces the inner product of two descriptor vectors by a similarity $k(x,y)$ of two structures. An arbitrary symmetric similarity can fail in this role. Take two structures with $k(a,a)=k(b,b)=1$ and $k(a,b)=2$. If $k$ were an inner product of vectors $\varphi(a),\varphi(b)$, their squared distance would be $1+1-2\cdot 2=-2$. No real inner-product space contains such vectors.

The condition that excludes this failure is positive semidefiniteness. Let $X$ be any set and $k:X\times X\to\mathbb R$ symmetric, with
$$\sum_{x\in s}\sum_{y\in s}c_xc_y\,k(x,y)\ge 0$$
for every finite $s\subseteq X$ and all real $c_x$. Then there are a real inner-product space $V$ and a map $\varphi:X\to V$, called a feature map, with $k(x,y)=\langle\varphi(x),\varphi(y)\rangle$.

## Building the space from the kernel

Write $k_x$ for the function $y\mapsto k(x,y)$, and let $N$ be the space of finite linear combinations of these functions. For $f=\sum_x c_xk_x$ and $g=\sum_y d_yk_y$ in $N$ set
$$B(f,g)=\sum_x c_x\,g(x)=\sum_{x,y}c_xd_y\,k(y,x)=\sum_y d_y\,f(y).$$
The last equality uses the symmetry of $k$. The first sum does not involve the $d_y$ and the last does not involve the $c_x$, so $B$ does not depend on the chosen expansions. It is symmetric, and it is linear in $g$, hence in both arguments. Positivity of the kernel gives $B(f,f)=\sum_{x,y}c_xc_yk(x,y)\ge0$.

Taking $k_x$ as the first argument gives the reproducing property $B(k_x,f)=f(x)$. In particular $B(k_x,k_y)=k(y,x)=k(x,y)$.

It remains to show that only $f=0$ has zero length. Suppose $B(f,f)=0$, fix $x$, and put $a=B(k_x,k_x)\ge0$. For $h=-(a+1)f+f(x)k_x$,
$$0\le B(h,h)=-2(a+1)f(x)^2+a f(x)^2=-(a+2)f(x)^2 .$$
Hence $f(x)=0$ for every $x$. So $B$ is an inner product on $N$, and $\varphi(x)=k_x$ is the required map.

Conversely, any feature map satisfies $\|\sum_x c_x\varphi(x)\|^2=\sum_{x,y}c_xc_yk(x,y)$, so its kernel is positive semidefinite. If $\psi$ is a second feature map of $k$, then $\sum_x c_x\varphi(x)$ and $\sum_x c_x\psi(x)$ have equal norms. Two expansions of the same vector in the $\varphi(x)$ differ by an expansion of zero, which $\psi$ also sends to zero. When both families span, $\sum_x c_x\varphi(x)\mapsto\sum_x c_x\psi(x)$ is therefore a well-defined isometry onto the second space.

## Three angles and a single point

For $k(s,t)=\cos(s-t)$ and the angles $0,\pi/3,2\pi/3$, the kernel matrix is
$$\begin{pmatrix}1&\tfrac12&-\tfrac12\\ \tfrac12&1&\tfrac12\\ -\tfrac12&\tfrac12&1\end{pmatrix}.$$
With $c=(1,-1,1)$ the quadratic form is $3-3=0$. The features $(\cos t,\sin t)$ show why: $(1,0)-(\tfrac12,\tfrac{\sqrt3}2)+(-\tfrac12,\tfrac{\sqrt3}2)=(0,0)$. A singular kernel matrix is allowed; it records a linear dependence among features.

If $X$ has one point, the condition says $k(x,x)\ge0$. The feature is then a vector of length $\sqrt{k(x,x)}$ on a line, or the zero vector in the zero space.

## Kernels, features and the native space in Lean

```lean
import Mathlib

open Finset

namespace MooreAronszajn

universe u v w

variable {X : Type u}
```

The type `X` carries no topology, measure or finiteness assumption.

```lean
/-- A positive semidefinite kernel: `k` is symmetric, and its matrix on every finite set of
points has a nonnegative quadratic form. -/
structure IsPSDKernel (k : X → X → ℝ) : Prop where
  symm : ∀ x y, k x y = k y x
  nonneg : ∀ (s : Finset X) (c : X → ℝ), 0 ≤ ∑ x ∈ s, ∑ y ∈ s, c x * c y * k x y
```

The two fields are the symmetry and the quadratic-form condition. The coefficient function `c` is defined on all of `X`, but only its values on `s` enter. Much of the machine-learning literature calls such kernels "positive definite", although zero values of the form are permitted.

```lean
/-- `φ` is a feature map of `k` if the kernel is the inner product of the features. -/
def IsFeatureMap {V : Type v} [NormedAddCommGroup V] [InnerProductSpace ℝ V]
    (k : X → X → ℝ) (φ : X → V) : Prop :=
  ∀ x y, k x y = inner ℝ (φ x) (φ y)
```

The two instance arguments make `V` a real inner-product space with a true norm, in which only the zero vector has length zero. Completeness is not required.

```lean
/-- The native space of `k`: all finite linear combinations of the functions `k(x,·)`. -/
def nativeSpace (k : X → X → ℝ) : Submodule ℝ (X → ℝ) :=
  Submodule.span ℝ (Set.range k)
```

This is the space $N$ above. Textbooks often reserve "native space" for its Hilbert-space completion; here it is the span alone.

```lean
/-- The function `k(x,·)` as an element of the native space. -/
def kernelSection (k : X → X → ℝ) (x : X) : nativeSpace k :=
  ⟨k x, Submodule.subset_span ⟨x, rfl⟩⟩
```

`kernelSection k x` is $k_x$, regarded as an element of $N$.

```lean
/-- The functions `k(x,·)` span the native space. -/
theorem span_kernelSection (k : X → X → ℝ) :
    Submodule.span ℝ (Set.range (kernelSection k)) = ⊤ := by
  apply Submodule.map_injective_of_injective (nativeSpace k).injective_subtype
  rw [Submodule.map_span, Submodule.map_top, Submodule.range_subtype, ← Set.range_comp]
  rfl
```

The proof embeds both sides in the space of all functions on `X`, where they are the same span.

## The reproducing form

```lean
/-- The native space of a positive semidefinite kernel carries a symmetric, positive definite
bilinear form `B` with the reproducing property `B(k(x,·), f) = f(x)`. -/
theorem exists_reproducing_form {k : X → X → ℝ} (hk : IsPSDKernel k) :
    ∃ B : nativeSpace k →ₗ[ℝ] nativeSpace k →ₗ[ℝ] ℝ,
      (∀ f g, B f g = B g f) ∧ (∀ f, f ≠ 0 → 0 < B f f) ∧
      ∀ x f, B (kernelSection k x) f = f.1 x := by
  -- choose expansion coefficients for every function of the native space
  have hmem : ∀ f : nativeSpace k, ∃ c : X →₀ ℝ,
      ∀ y, ∑ x ∈ c.support, c x * k x y = f.1 y := by
    intro f
    have hf : f.1 ∈ Submodule.span ℝ (Set.range k) := f.2
    obtain ⟨c, hc⟩ := Finsupp.mem_span_range_iff_exists_finsupp.1 hf
    refine ⟨c, fun y => ?_⟩
    rw [← hc]
    simp [Finsupp.sum, Finset.sum_apply]
  choose c hc using hmem
  let b : nativeSpace k → nativeSpace k → ℝ :=
    fun f g => ∑ x ∈ (c f).support, c f x * g.1 x
  -- symmetry of the kernel makes the form symmetric
  have hsym : ∀ f g, b f g = b g f := by
    intro f g
    calc b f g = ∑ x ∈ (c f).support, ∑ y ∈ (c g).support, c f x * (c g y * k y x) := by
          simp only [b, ← hc g, Finset.mul_sum]
      _ = ∑ y ∈ (c g).support, ∑ x ∈ (c f).support, c f x * (c g y * k y x) :=
          Finset.sum_comm
      _ = b g f := by
          simp only [b, ← hc f, Finset.mul_sum]
          refine sum_congr rfl fun y _ => sum_congr rfl fun x _ => ?_
          rw [hk.symm y x]
          ring
  have hrep : ∀ x f, b (kernelSection k x) f = f.1 x := by
    intro x f
    rw [hsym, ← hc f x]
    refine sum_congr rfl fun y _ => ?_
    change c f y * k x y = c f y * k y x
    rw [hk.symm x y]
  have hnn : ∀ f, 0 ≤ b f f := by
    intro f
    have e : b f f = ∑ x ∈ (c f).support, ∑ y ∈ (c f).support, c f x * c f y * k x y := by
      simp only [b, ← hc f, Finset.mul_sum]
      refine sum_congr rfl fun x _ => sum_congr rfl fun y _ => ?_
      rw [hk.symm y x]
      ring
    rw [e]
    exact hk.nonneg (c f).support (c f)
  have addR : ∀ f g h, b f (g + h) = b f g + b f h := by
    intro f g h
    simp only [b, Submodule.coe_add, Pi.add_apply, mul_add, Finset.sum_add_distrib]
  have smulR : ∀ (r : ℝ) f g, b f (r • g) = r • b f g := by
    intro r f g
    simp only [b, Submodule.coe_smul, Pi.smul_apply, smul_eq_mul, Finset.mul_sum]
    exact sum_congr rfl fun x _ => by ring
  have addL : ∀ f g h, b (f + g) h = b f h + b g h := by
    intro f g h
    rw [hsym, addR, hsym h f, hsym h g]
  have smulL : ∀ (r : ℝ) f g, b (r • f) g = r • b f g := by
    intro r f g
    rw [hsym, smulR, hsym g f]
  refine ⟨LinearMap.mk₂ ℝ b addL smulL addR smulR, hsym, fun f hf => ?_, hrep⟩
  refine lt_of_le_of_ne (hnn f) fun h0 => hf (Subtype.ext (funext fun x => ?_))
  change f.1 x = 0
  have h0' : b f f = 0 := h0.symm
  -- positivity on a combination of `f` and `k(x,·)` forces `f(x) = 0`
  have hp := hnn (kernelSection k x)
  have h := hnn ((-(b (kernelSection k x) (kernelSection k x) + 1)) • f
    + (f.1 x) • kernelSection k x)
  simp only [addL, addR, smulL, smulR, smul_eq_mul, hsym f (kernelSection k x),
    hrep x f, h0'] at h
  have hsq : (f.1 x) ^ 2 ≤ 0 := by
    nlinarith [sq_nonneg (f.1 x), mul_nonneg hp (sq_nonneg (f.1 x))]
  exact (pow_eq_zero_iff two_ne_zero).1 (le_antisymm hsq (sq_nonneg _))
```

The theorem provides $B$ with symmetry, strict positivity on nonzero functions and the reproducing property. The proof fixes one expansion `c f` for each function `f` and defines `b` from it. Independence of the expansion needs no separate argument: `addR` and `smulR` give linearity in the second argument, and `hsym` carries it to the first. The facts `hrep` and `hnn` are the reproducing property and $B(f,f)\ge0$. At the end, the Lean hypothesis `h` states the inequality $B(h,h)\ge0$ for the function $h$ of the derivation, and `nlinarith` extracts $f(x)^2\le0$ from it.

## The feature map

```lean
/-- **Moore-Aronszajn feature map.** Every positive semidefinite real kernel on an arbitrary set
is the inner product of features in a real inner-product space spanned by these features. -/
theorem exists_featureMap {k : X → X → ℝ} (hk : IsPSDKernel k) :
    ∃ (V : Type u) (_ : NormedAddCommGroup V) (_ : InnerProductSpace ℝ V) (φ : X → V),
      IsFeatureMap k φ ∧ Submodule.span ℝ (Set.range φ) = ⊤ := by
  obtain ⟨B, hsym, hpos, hrep⟩ := exists_reproducing_form hk
  -- the reproducing form is the inner product
  let core : InnerProductSpace.Core ℝ (nativeSpace k) :=
    { inner := fun f g => B f g
      conj_inner_symm := fun f g => (conj_trivial _).trans (hsym g f)
      re_inner_nonneg := fun f => by
        change 0 ≤ B f f
        by_cases hf : f = 0
        · simp [hf]
        · exact (hpos f hf).le
      add_left := fun f g h => by
        change B (f + g) h = B f h + B g h
        simp
      smul_left := fun f g r => by
        change B (r • f) g = r * B f g
        simp
      definite := fun f hf => by
        by_contra h
        exact (hpos f h).ne' hf }
  let nacg : NormedAddCommGroup (nativeSpace k) :=
    @InnerProductSpace.Core.toNormedAddCommGroup ℝ _ _ _ _ core
  let ips : InnerProductSpace ℝ (nativeSpace k) := InnerProductSpace.ofCore core.toCore
  exact ⟨nativeSpace k, nacg, ips, kernelSection k,
    fun x y => (hk.symm x y).trans (hrep x (kernelSection k y)).symm, span_kernelSection k⟩
```

The form becomes the inner product through `core`, whose field `definite` uses strict positivity. The features are the kernel sections, and they span `V`. The classical Moore–Aronszajn theorem goes on to a complete space of functions; the space built here may be incomplete.

For kernel regression and Gaussian-process energy models with a positive semidefinite real kernel, this justifies treating similarities as inner products, in a space that may be infinite-dimensional. That a particular molecular similarity is positive semidefinite on all finite sets of structures must be established separately; checking one training set is not enough.

## The converse and uniqueness

```lean
section Features

variable {V : Type v} [NormedAddCommGroup V] [InnerProductSpace ℝ V]
  {W : Type w} [NormedAddCommGroup W] [InnerProductSpace ℝ W]

/-- The squared norm of a finite superposition of features is the quadratic form of the
kernel matrix. -/
theorem norm_sq_superposition {k : X → X → ℝ} {φ : X → V} (h : IsFeatureMap k φ)
    (s : Finset X) (c : X → ℝ) :
    ‖∑ x ∈ s, c x • φ x‖ ^ 2 = ∑ x ∈ s, ∑ y ∈ s, c x * c y * k x y := by
  rw [← real_inner_self_eq_norm_sq, sum_inner]
  refine sum_congr rfl fun x _ => ?_
  rw [inner_sum]
  refine sum_congr rfl fun y _ => ?_
  rw [real_inner_smul_left, real_inner_smul_right, h x y]
  ring
```

The squared norm is expanded as an inner product, one sum at a time.

```lean
/-- Converse: a kernel that has a feature map is positive semidefinite. -/
theorem IsFeatureMap.isPSDKernel {k : X → X → ℝ} {φ : X → V} (h : IsFeatureMap k φ) :
    IsPSDKernel k where
  symm x y := by rw [h x y, h y x, real_inner_comm]
  nonneg s c := by
    rw [← norm_sq_superposition h]
    positivity
```

Nonnegativity of the kernel form is now nonnegativity of a squared norm.

```lean
/-- Two feature maps of the same kernel, each spanning its feature space, are related by a
linear isometric equivalence of the feature spaces. -/
theorem featureMap_unique {k : X → X → ℝ} {φ : X → V} {ψ : X → W}
    (hφ : IsFeatureMap k φ) (hψ : IsFeatureMap k ψ)
    (sφ : Submodule.span ℝ (Set.range φ) = ⊤) (sψ : Submodule.span ℝ (Set.range ψ) = ⊤) :
    ∃ U : V ≃ₗᵢ[ℝ] W, ∀ x, U (φ x) = ψ x := by
  let S := Finsupp.linearCombination ℝ φ
  let T := Finsupp.linearCombination ℝ ψ
  -- equal coefficients give superpositions of equal norm
  have hn : ∀ c, ‖S c‖ = ‖T c‖ := by
    intro c
    have h : ‖S c‖ ^ 2 = ‖T c‖ ^ 2 := by
      simp only [S, T, Finsupp.linearCombination_apply, Finsupp.sum]
      rw [norm_sq_superposition hφ, norm_sq_superposition hψ]
    exact (sq_eq_sq₀ (norm_nonneg _) (norm_nonneg _)).1 h
  have hS : LinearMap.range S = ⊤ := by simp only [S, Finsupp.range_linearCombination, sφ]
  have hT : LinearMap.range T = ⊤ := by simp only [T, Finsupp.range_linearCombination, sψ]
  obtain ⟨g, hg⟩ := S.exists_rightInverse_of_surjective hS
  have hg' : ∀ v, S (g v) = v := fun v => LinearMap.congr_fun hg v
  -- the transported vector does not depend on the chosen coefficients
  have hU : ∀ c, T (g (S c)) = T c := by
    intro c
    have h := hn (g (S c) - c)
    rw [map_sub, map_sub, hg', sub_self, norm_zero] at h
    exact sub_eq_zero.1 (norm_eq_zero.1 h.symm)
  let U : V →ₗᵢ[ℝ] W := ⟨T ∘ₗ g, fun v => by
    change ‖T (g v)‖ = ‖v‖
    rw [← hn, hg']⟩
  have hsurj : Function.Surjective U := by
    intro y
    obtain ⟨c, hc⟩ := LinearMap.range_eq_top.1 hT y
    exact ⟨S c, (hU c).trans hc⟩
  refine ⟨LinearIsometryEquiv.ofSurjective U hsurj, fun x => ?_⟩
  have h := hU (Finsupp.single x 1)
  have hSx : S (Finsupp.single x 1) = φ x := by simp [S]
  have hTx : T (Finsupp.single x 1) = ψ x := by simp [T]
  rw [hSx, hTx] at h
  exact h

end Features
```

The maps `S` and `T` send coefficients to superpositions of the $\varphi(x)$ and the $\psi(x)$. The map `g` picks coefficients for each vector of `V`, and `hU` shows that the choice does not affect the image. The spanning hypotheses make `S` and `T` surjective, so the resulting isometry `U` is defined on all of `V` and reaches all of `W`.

## The cosine kernel

```lean
/-- The periodic kernel `cos(s - t)` on the real line is positive semidefinite. -/
theorem cosine_kernel_witness : IsPSDKernel (fun s t : ℝ => Real.cos (s - t)) := by
  -- its features are the points `(cos t, sin t)` of the unit circle
  have h : IsFeatureMap (fun s t : ℝ => Real.cos (s - t))
      (fun t => (!₂[Real.cos t, Real.sin t] : EuclideanSpace ℝ (Fin 2))) := by
    intro s t
    simp only [Real.cos_sub]
    simp [PiLp.inner_apply, Fin.sum_univ_two]
    ring
  exact h.isPSDKernel

end MooreAronszajn
```

The addition formula $\cos(s-t)=\cos s\cos t+\sin s\sin t$ exhibits the features on the unit circle, and the converse then gives positivity for any finite set of angles.

```lean
#print axioms MooreAronszajn.exists_featureMap
-- 'MooreAronszajn.exists_featureMap' depends on axioms: [propext, Classical.choice, Quot.sound]
#print axioms MooreAronszajn.featureMap_unique
-- 'MooreAronszajn.featureMap_unique' depends on axioms: [propext, Classical.choice, Quot.sound]
```
